# The derivative of a single fermionic level's grand potential with respect to its energy is its Fermi-Dirac occupation

For a single level of energy ε, the grand potential is −T log(1 + exp((μ − ε)/T)), with the temperature T in energy units. The theorem says that its derivative with respect to ε, at fixed T and chemical potential μ, is the Fermi-Dirac occupation 1/(1 + exp((ε − μ)/T)). The level is non-interacting, and T is any nonzero real number, so the statement does not require it to be positive. The proof differentiates by the chain rule, then matches the result to the occupation through an algebraic identity in x = exp((μ − ε)/T), which is positive.

An attempt in Lean 4 with a fault in it:

```lean
import Mathlib

open Finset

namespace HasDerivAtLevelPotential

noncomputable section

/-- Fermi-Dirac occupation of a level `ε` at temperature `T ≠ 0` (in energy units) and
chemical potential `μ`. -/
def fermi (T μ ε : ℝ) : ℝ := 1 / (1 + Real.exp ((ε - μ) / T))

/-- Grand potential of a single level `ε` at temperature `T ≠ 0` and chemical potential `μ`. -/
def levelPotential (T μ ε : ℝ) : ℝ := -T * Real.log (1 + Real.exp ((μ - ε) / T))

/-- The derivative of the grand potential of a level with respect to its energy is its
occupation, for `T ≠ 0`. -/
theorem hasDerivAt_levelPotential {T : ℝ} (hT : T ≠ 0) (μ ε : ℝ) :
    HasDerivAt (levelPotential T μ) (fermi T μ ε) ε := by
  have h1 : HasDerivAt (fun x => (μ - x) / T) (-1 / T) ε :=
    ((hasDerivAt_id' ε).const_sub μ).div_const T
  have hp : 1 + Real.exp ((μ - ε) / T) ≠ 0 := by positivity
  have h2 := ((h1.exp.const_add 1).log hp).const_mul (-T)
  refine HasDerivAt.congr_deriv h2 ?_
  have he : Real.exp ((ε - μ) / T) = (Real.exp ((μ - ε) / T))⁻¹ := by
    rw [← Real.exp_neg]
    congr 1
    ring
  have key : ∀ x : ℝ, 0 < x → -T * (x * (-1 / T) / (1 + x)) = 1 / (1 + x⁻¹) := by
    intro x hx
    have h3 : 1 / (1 + x⁻¹) = x / (1 + x) := by
      rw [div_eq_div_iff (by positivity) (by positivity), mul_add, mul_inv_cancel₀ hx.ne']
      ring
    have h4 : T * T⁻¹ = 1 := mul_inv_cancel₀ hT
    rw [h3]
    linear_combination (x / (1 + x)) * h4
  unfold fermi
  rw [he]
  exact key _ (Real.exp_pos _)

end

end HasDerivAtLevelPotential
```

Messages:

```
Main.lean:32:67: error: Tactic `rewrite` failed: Did not find an occurrence of the pattern
  x * x⁻¹
in the target expression
  1 * 1 + 1 * x = x * (1 + x⁻¹)

T : ℝ
hT : T ≠ 0
μ ε : ℝ
h1 : HasDerivAt (fun x => (μ - x) / T) (-1 / T) ε
hp : 1 + Real.exp ((μ - ε) / T) ≠ 0
h2 :
  HasDerivAt (fun y => -T * Real.log (1 + Real.exp ((μ - y) / T)))
    (-T * (Real.exp ((μ - ε) / T) * (-1 / T) / (1 + Real.exp ((μ - ε) / T)))) ε
he : Real.exp ((ε - μ) / T) = (Real.exp ((μ - ε) / T))⁻¹
x : ℝ
hx : 0 < x
⊢ 1 * 1 + 1 * x = x * (1 + x⁻¹)
```

Lean accepts the file once it reads:

```diff
@@ -29,7 +29,8 @@
   have key : ∀ x : ℝ, 0 < x → -T * (x * (-1 / T) / (1 + x)) = 1 / (1 + x⁻¹) := by
     intro x hx
+    have hxx : x * x⁻¹ = 1 := mul_inv_cancel₀ hx.ne'
     have h3 : 1 / (1 + x⁻¹) = x / (1 + x) := by
-      rw [div_eq_div_iff (by positivity) (by positivity), mul_add, mul_inv_cancel₀ hx.ne']
-      ring
+      rw [div_eq_div_iff (by positivity) (by positivity)]
+      linear_combination -hxx
     have h4 : T * T⁻¹ = 1 := mul_inv_cancel₀ hT
     rw [h3]
```

The error lies in the proof of `h3`, the identity 1/(1 + x⁻¹) = x/(1 + x). Cross-multiplying with `div_eq_div_iff` gives `1 * (1 + x) = x * (1 + x⁻¹)`, where both sides have the shape that `mul_add` expands. But `rw` fixes the lemma's variables at the first match, here the left side, and rewrites only instances of that same expression. The right side therefore stays as `x * (1 + x⁻¹)`, and the next rewrite, with `mul_inv_cancel₀ hx.ne'`, finds no product `x * x⁻¹` to replace.

The repair states the cancellation separately, as `hxx : x * x⁻¹ = 1`, and drops the two rewrites that expanded and cancelled. After cross-multiplication the two sides differ by `1 - x * x⁻¹`, which is exactly what `-hxx` accounts for. `linear_combination -hxx` uses that fact and leaves the remaining algebra to `ring`, so the product no longer has to appear explicitly in the goal.
